# The virial relation for density-matrix minimisers under quadratic kinetic and linear potential scaling

Uniform scaling is represented here by an abstract action of the positive real numbers, not by a change of variables in an integral. There is a set \(\Psi\) of states and a set \(\Gamma\) of density matrices, and a scale factor \(s>0\) acts on both. For \(N\) electrons in three dimensions the action to have in mind is

\[
(s\cdot\psi)(r_1,\dots,r_N)=s^{3N/2}\,\psi(sr_1,\dots,sr_N),\qquad
(s\cdot\gamma)(r,r')=s^{3}\,\gamma(sr,sr'),
\]

where spin is suppressed, \(\psi\) is normalised and \(\gamma\) is the one-particle reduced density matrix. No Hilbert space, integral or operator enters the formal statements. The scaling laws of the kinetic energy, the external energy and the interaction energy of a state are hypotheses, and the wave-function picture is one intended reading of them.

```lean
import Mathlib

open Set Filter Topology

namespace DensityMatrixVirial
```

Scale factors multiply, and each has an inverse. The type `Scale` is this group of positive reals.

```lean
/-- Scale factors: the multiplicative group of positive real numbers. -/
abbrev Scale := {s : ℝ // 0 < s}
```

A quantity \(f\) scales with power \(k\) if

\[
f(s\cdot x)=s^k f(x)\qquad\text{for all } s>0 \text{ and all } x.
\]

The kinetic energy \(T\) has \(k=2\), because it contains two derivatives. The Coulomb repulsion \(W\) has \(k=1\), because \(1/|r_i-r_j|\) is an inverse length. The external energy \(V\) has \(k=1\) for the attraction of a single nucleus at the origin of the scaling. It does not have this law for a molecule with several fixed nuclei, so the assumption on \(V\) restricts the results to atom-like problems.

```lean
/-- The quantity `f` is multiplied by `s ^ k` when its argument is scaled by `s`. -/
def ScalesAs {X : Type*} [MulAction Scale X] (k : ℕ) (f : X → ℝ) : Prop :=
  ∀ (s : Scale) (x : X), f (s • x) = (s : ℝ) ^ k * f x
```

Let \(D:\Psi\to\Gamma\) send a state to its density matrix. A density matrix is representable if it lies in the range of \(D\). The constrained search assigns to each representable \(\gamma\) the value

\[
F(\gamma)=\inf\{\,W(\psi) : D(\psi)=\gamma\,\}.
\]

In the code, `D ⁻¹' {γ}` is the set of states with density matrix \(\gamma\), and `IsGLB` says that \(F(\gamma)\) is the greatest lower bound of \(W\) on it. The infimum need not be attained. At non-representable \(\gamma\) the definition leaves \(F\) free.

```lean
/-- `F` is the constrained-search functional of `W`: at every density matrix that comes from
a state, `F` is the greatest lower bound of `W` over the states with that density matrix. -/
def IsConstrainedInfimum {Ψ Γ : Type*} (D : Ψ → Γ) (W : Ψ → ℝ) (F : Γ → ℝ) : Prop :=
  ∀ γ ∈ range D, IsGLB (W '' (D ⁻¹' {γ})) (F γ)
```

The total energy is \(E(\gamma)=T(\gamma)+F(\gamma)+V(\gamma)\), with \(T\) and \(V\) given directly as functions of the density matrix.

```lean
/-- The total energy functional: kinetic, interaction and external potential energy. -/
def totalEnergy {Γ : Type*} (T F V : Γ → ℝ) (γ : Γ) : ℝ := T γ + F γ + V γ
```

## Nonnegative repulsion gives a constrained infimum

If \(W\ge 0\), then for representable \(\gamma\) the set of values \(W(\psi)\) with \(D(\psi)=\gamma\) is non-empty and bounded below by zero. It therefore has a greatest lower bound, and a functional \(F\) of the required kind exists. The proof supplies exactly these two facts to `isGLB_csInf`. The later theorems assume only that \(F\) is such an infimum, not that \(W\) is nonnegative.

```lean
variable {Ψ Γ : Type*} [MulAction Scale Ψ] [MulAction Scale Γ]
  {D : Ψ → Γ} {W : Ψ → ℝ} {T F V : Γ → ℝ} {γ : Γ}

/-- For a nonnegative interaction energy the constrained-search functional exists and is
given by the infimum over the states with the prescribed density matrix. -/
theorem isConstrainedInfimum_sInf {Ψ Γ : Type*} (D : Ψ → Γ) {W : Ψ → ℝ}
    (hW : ∀ ψ, 0 ≤ W ψ) :
    IsConstrainedInfimum D W (fun γ => sInf (W '' (D ⁻¹' {γ}))) := by
  rintro _ ⟨ψ, rfl⟩
  refine isGLB_csInf ⟨W ψ, ψ, rfl, rfl⟩ ⟨0, ?_⟩
  rintro _ ⟨φ, _, rfl⟩
  exact hW φ
```

## The functional inherits linear scaling

Assume that forming the density matrix commutes with scaling, \(D(s\cdot\psi)=s\cdot D(\psi)\). If \(\gamma=D(\psi)\), then \(s\cdot\gamma=D(s\cdot\psi)\), so a scaled representable density matrix is again representable.

```lean
/-- If the map from states to density matrices respects scaling, then scaling a density
matrix that comes from a state gives another one that comes from a state. -/
theorem smul_mem_range (hD : ∀ (s : Scale) ψ, D (s • ψ) = s • D ψ)
    (hγ : γ ∈ range D) (s : Scale) : s • γ ∈ range D := by
  obtain ⟨ψ, rfl⟩ := hγ
  exact ⟨s • ψ, hD s ψ⟩
```

Now let \(\gamma\) be representable and let \(\psi\) be any state with \(D(\psi)=\gamma\). Then \(s\cdot\psi\) is a trial state for \(s\cdot\gamma\), and

\[
F(s\cdot\gamma)\le W(s\cdot\psi)=s\,W(\psi).
\]

Hence \(F(s\cdot\gamma)/s\) is a lower bound for \(W\) over all such \(\psi\). It cannot exceed the greatest one, so \(F(s\cdot\gamma)\le sF(\gamma)\). Applying this inequality to \(s\cdot\gamma\) with the factor \(s^{-1}\) gives

\[
F(\gamma)\le s^{-1}F(s\cdot\gamma),
\]

and the two inequalities together yield \(F(s\cdot\gamma)=sF(\gamma)\). In the proof, `key` is the first inequality for an arbitrary scale factor and representable density matrix. It is then used a second time with `s⁻¹`.

```lean
/-- If the map from states to density matrices respects scaling and the interaction energy
of states scales linearly, then so does its constrained-search functional, at every density
matrix that comes from a state. -/
theorem functional_scaling (hD : ∀ (s : Scale) ψ, D (s • ψ) = s • D ψ)
    (hW : ScalesAs 1 W) (hF : IsConstrainedInfimum D W F)
    (hγ : γ ∈ range D) (s : Scale) : F (s • γ) = (s : ℝ) * F γ := by
  -- scaled states are trial states for the scaled density matrix
  have key : ∀ (t : Scale) (γ' : Γ), γ' ∈ range D → F (t • γ') ≤ (t : ℝ) * F γ' := by
    intro t γ' h'
    have hb : F (t • γ') / (t : ℝ) ≤ F γ' := by
      refine (hF γ' h').2 ?_
      rintro _ ⟨ψ, hψ, rfl⟩
      have hψ' : D ψ = γ' := hψ
      have h1 : D (t • ψ) = t • γ' := by rw [hD, hψ']
      have h2 : F (t • γ') ≤ W (t • ψ) := (hF _ ⟨_, h1⟩).1 ⟨t • ψ, h1, rfl⟩
      rw [hW t ψ, pow_one] at h2
      rw [div_le_iff₀ t.2]
      linarith
    rw [div_le_iff₀ t.2] at hb
    linarith
  refine le_antisymm (key s γ hγ) ?_
  -- the inverse scaling gives the opposite inequality
  have h := key s⁻¹ (s • γ) (smul_mem_range hD hγ s)
  rw [inv_smul_smul] at h
  have h' : F γ ≤ (s : ℝ)⁻¹ * F (s • γ) := h
  calc (s : ℝ) * F γ ≤ (s : ℝ) * ((s : ℝ)⁻¹ * F (s • γ)) :=
        mul_le_mul_of_nonneg_left h' s.2.le
    _ = F (s • γ) := by rw [← mul_assoc, mul_inv_cancel₀ s.2.ne', one_mul]
```

## The energy along a scaling orbit

Inserting the three scaling laws gives a quadratic polynomial in \(s\):

\[
E(s\cdot\gamma)=s^2T(\gamma)+s\,\bigl(F(\gamma)+V(\gamma)\bigr).
\]

```lean
/-- With quadratic scaling of the kinetic energy and linear scaling of the external and interaction
energies, the total energy of a scaled density matrix is a quadratic polynomial in the scale factor.
Here `F` is the constrained-search functional of the interaction energy `W`, and the density matrix
must come from a state, by a map that respects scaling. -/
theorem energy_scaling (hD : ∀ (s : Scale) ψ, D (s • ψ) = s • D ψ)
    (hW : ScalesAs 1 W) (hF : IsConstrainedInfimum D W F)
    (hT : ScalesAs 2 T) (hV : ScalesAs 1 V) (hγ : γ ∈ range D) (s : Scale) :
    totalEnergy T F V (s • γ) = (s : ℝ) ^ 2 * T γ + (s : ℝ) * (F γ + V γ) := by
  unfold totalEnergy
  rw [hT s γ, hV s γ, functional_scaling hD hW hF hγ s]
  ring
```

## The virial relation at a minimiser

Suppose that a representable \(\gamma\) minimises \(E\) among all representable density matrices. The existence of such a minimiser is assumed. Every \(s\cdot\gamma\) is a competitor, so

\[
e(s)=s^2T(\gamma)+s\,\bigl(F(\gamma)+V(\gamma)\bigr)
\]

satisfies \(e(1)\le e(s)\) for all \(s>0\). The point \(s=1\) lies inside this interval, so it is a local minimum, and

\[
0=e'(1)=2T(\gamma)+F(\gamma)+V(\gamma).
\]

In Lean the polynomial is defined for all real \(s\), and `hev` compares energies only near \(1\), where \(s\) is positive. The derivative is computed in `hd`, and `hloc.hasDerivAt_eq_zero` sets it to zero.

For a general external potential \(v\), the virial theorem has \(-\int\rho\,r\cdot\nabla v\) in place of \(V\), where \(\rho\) is the electron density. The version here is the one for a potential homogeneous of degree \(-1\).

If \(\Psi=\Gamma\) and \(D\) is the identity, then \(F=W\). The theorem thus also covers an approximate density-matrix functional that scales linearly, provided that the minimisation runs over a set closed under scaling. A fixed finite orbital basis generally lacks that closure, so a converged atomic calculation in such a basis may violate the relation.

```lean
/-- **Virial theorem of density-matrix functional theory.** Let the map from states to density
matrices respect scaling, the kinetic energy scale quadratically, and the external and interaction
energies linearly, and let `F` be the constrained-search functional of the interaction energy `W`.
If `γ` comes from a state and minimises the total energy among the density matrices that come from
states, then `2 T + F + V = 0` at `γ`. -/
theorem virial (hD : ∀ (s : Scale) ψ, D (s • ψ) = s • D ψ)
    (hW : ScalesAs 1 W) (hF : IsConstrainedInfimum D W F)
    (hT : ScalesAs 2 T) (hV : ScalesAs 1 V) (hγ : γ ∈ range D)
    (hmin : ∀ γ' ∈ range D, totalEnergy T F V γ ≤ totalEnergy T F V γ') :
    2 * T γ + F γ + V γ = 0 := by
  -- the energy along the scaling orbit has a local minimum at scale factor one
  have hev : ∀ᶠ s in 𝓝 (1 : ℝ), (1 : ℝ) ^ 2 * T γ + 1 * (F γ + V γ)
      ≤ s ^ 2 * T γ + s * (F γ + V γ) := by
    filter_upwards [Ioi_mem_nhds (zero_lt_one' ℝ)] with s hs
    have h := hmin ((⟨s, hs⟩ : Scale) • γ) (smul_mem_range hD hγ _)
    rw [energy_scaling hD hW hF hT hV hγ] at h
    have h' : T γ + F γ + V γ ≤ s ^ 2 * T γ + s * (F γ + V γ) := h
    linarith
  have hloc : IsLocalMin (fun s : ℝ => s ^ 2 * T γ + s * (F γ + V γ)) 1 := hev
  -- so its derivative vanishes there
  have hd : HasDerivAt (fun s : ℝ => s ^ 2 * T γ + s * (F γ + V γ))
      (2 * T γ + (F γ + V γ)) 1 :=
    (((hasDerivAt_pow 2 (1 : ℝ)).mul_const (T γ)).fun_add
      ((hasDerivAt_id' (1 : ℝ)).mul_const (F γ + V γ))).congr_deriv (by norm_num)
  have h0 := hloc.hasDerivAt_eq_zero hd
  linarith
```

## Optimality along the orbit

Conversely, let a representable \(\gamma\) satisfy the relation and have \(T(\gamma)\ge 0\). Then \(F(\gamma)+V(\gamma)=-2T(\gamma)\), and

\[
E(s\cdot\gamma)-E(\gamma)=T(\gamma)\,(s^2-2s+1)=T(\gamma)\,(s-1)^2\ge 0.
\]

No scaling of \(\gamma\) lowers the energy. A density matrix on another orbit still may, so the relation does not identify a global minimiser. The term `hsq` is the nonnegative product on the right.

```lean
/-- Converse along a scaling orbit. Let the map from states to density matrices respect scaling, let
`T` scale quadratically and `V` and `W` linearly, and let `F` be the constrained-search functional
of `W`. If `γ` comes from a state, has nonnegative kinetic energy and obeys the virial relation,
then no scaling of `γ` lowers the total energy. -/
theorem le_scaled_of_virial (hD : ∀ (s : Scale) ψ, D (s • ψ) = s • D ψ)
    (hW : ScalesAs 1 W) (hF : IsConstrainedInfimum D W F)
    (hT : ScalesAs 2 T) (hV : ScalesAs 1 V) (hγ : γ ∈ range D)
    (hpos : 0 ≤ T γ) (hvir : 2 * T γ + F γ + V γ = 0) (s : Scale) :
    totalEnergy T F V γ ≤ totalEnergy T F V (s • γ) := by
  rw [energy_scaling hD hW hF hT hV hγ]
  unfold totalEnergy
  have hb : F γ + V γ = -2 * T γ := by linarith
  rw [hb]
  -- the energy difference is `T γ * (s - 1) ^ 2`
  have hsq := mul_nonneg hpos (sq_nonneg ((s : ℝ) - 1))
  linarith
```

## The best scaling of a trial density matrix

For a representable trial \(\gamma\), write \(t=T(\gamma)>0\) and \(b=F(\gamma)+V(\gamma)<0\). Completing the square gives

\[
s^2t+sb=\frac{(2ts+b)^2}{4t}-\frac{b^2}{4t}.
\]

The minimum is \(-b^2/(4t)\), reached at \(s=-b/(2t)\), which is positive because \(b<0\). `IsLeast` contains both parts: the value occurs on the orbit, and no energy on the orbit lies below it. The first half of the proof constructs the stationary factor `x`, and the second uses the square.

The smallest case is one electron, where \(W=0\) and \(F=0\). For hydrogen in atomic units, a normalised 1s orbital with exponent \(\zeta\) has \(T=\zeta^2/2\) and \(V=-\zeta\). The formula gives \(-\zeta^2/(2\zeta^2)=-1/2\) for every trial exponent, since scaling carries each of these orbitals to the exact ground state.

```lean
/-- Optimal scaling of a trial density matrix. Let the map from states to density matrices respect
scaling, let `T` scale quadratically and `V` and `W` linearly, and let `F` be the constrained-search
functional of `W`. If `γ` comes from a state, `T > 0` and `F + V < 0` at `γ`, then the lowest total
energy among all scalings of `γ` is attained and equals `-(F + V)² / (4 T)`. -/
theorem optimal_scaling (hD : ∀ (s : Scale) ψ, D (s • ψ) = s • D ψ)
    (hW : ScalesAs 1 W) (hF : IsConstrainedInfimum D W F)
    (hT : ScalesAs 2 T) (hV : ScalesAs 1 V) (hγ : γ ∈ range D)
    (hpos : 0 < T γ) (hneg : F γ + V γ < 0) :
    IsLeast (range fun s : Scale => totalEnergy T F V (s • γ))
      (-(F γ + V γ) ^ 2 / (4 * T γ)) := by
  constructor
  · -- the stationary scale factor
    obtain ⟨x, hx0, hx⟩ : ∃ x : ℝ, 0 < x ∧ 2 * T γ * x = -(F γ + V γ) :=
      ⟨-(F γ + V γ) / (2 * T γ), div_pos (by linarith) (by linarith), by field_simp⟩
    refine ⟨⟨x, hx0⟩, ?_⟩
    show totalEnergy T F V ((⟨x, hx0⟩ : Scale) • γ) = _
    rw [energy_scaling hD hW hF hT hV hγ]
    show x ^ 2 * T γ + x * (F γ + V γ) = _
    rw [eq_div_iff (by positivity)]
    linear_combination (2 * T γ * x + (F γ + V γ)) * hx
  · rintro _ ⟨s, rfl⟩
    show _ ≤ totalEnergy T F V (s • γ)
    rw [energy_scaling hD hW hF hT hV hγ, div_le_iff₀ (by linarith)]
    -- complete the square
    nlinarith [sq_nonneg (2 * T γ * (s : ℝ) + (F γ + V γ))]
```

## A one-exponent helium model

The hypotheses are all met in a small example. A state is a pair \((\zeta,\eta)\) of positive numbers, scaling multiplies both, and \(D\) keeps only \(\zeta\). The energies are

\[
T=\zeta^2,\qquad V=-4\zeta,\qquad W=\tfrac58\zeta+\eta .
\]

With \(\eta\) left out, these are the energies in atomic units of helium with two electrons in a 1s orbital of exponent \(\zeta\). The parameter \(\eta\) is artificial. It gives many states the same density matrix, so the constrained search has something to do. Its infimum is \(F=\tfrac58\zeta\), approached as \(\eta\to0\) but never attained.

The total energy is

\[
E(\zeta)=\zeta^2-\tfrac{27}{8}\zeta=\bigl(\zeta-\tfrac{27}{16}\bigr)^2-\bigl(\tfrac{27}{16}\bigr)^2,
\]

with its minimum at \(\zeta=27/16\). There \(2T+F+V=2\zeta^2-\tfrac{27}{8}\zeta=0\), as the virial relation requires. The proof checks the scaling laws by algebra, obtains the infimum by choosing \(\eta=\varepsilon\) for arbitrary \(\varepsilon>0\), and settles the minimum with the square above.

```lean
/-- A model that meets all hypotheses of the virial theorem: states are pairs of positive
numbers, the density matrix records only the first, `ζ`, and the energies are `T = ζ²`,
`V = -4ζ`, `F = 5ζ/8`, with minimiser `ζ = 27/16`. -/
theorem virial_witness :
    let D : Scale × Scale → Scale := Prod.fst
    let W : Scale × Scale → ℝ := fun ψ => 5 / 8 * (ψ.1 : ℝ) + (ψ.2 : ℝ)
    let F : Scale → ℝ := fun ζ => 5 / 8 * (ζ : ℝ)
    let T : Scale → ℝ := fun ζ => (ζ : ℝ) ^ 2
    let V : Scale → ℝ := fun ζ => -4 * (ζ : ℝ)
    let γ : Scale := ⟨27 / 16, by norm_num⟩
    (∀ (s : Scale) (ψ : Scale × Scale), D (s • ψ) = s • D ψ) ∧ (∀ ψ, 0 ≤ W ψ) ∧
      ScalesAs 1 W ∧ ScalesAs 2 T ∧ ScalesAs 1 V ∧ IsConstrainedInfimum D W F ∧
      γ ∈ range D ∧ ∀ γ' ∈ range D, totalEnergy T F V γ ≤ totalEnergy T F V γ' := by
  intro D W F T V γ
  refine ⟨fun _ _ => rfl, ?_, ?_, ?_, ?_, ?_, ⟨(γ, γ), rfl⟩, ?_⟩
  · intro ψ
    have h1 := ψ.1.2
    have h2 := ψ.2.2
    show (0 : ℝ) ≤ 5 / 8 * (ψ.1 : ℝ) + (ψ.2 : ℝ)
    linarith
  · intro s ψ
    show 5 / 8 * ((s : ℝ) * (ψ.1 : ℝ)) + (s : ℝ) * (ψ.2 : ℝ)
      = (s : ℝ) ^ 1 * (5 / 8 * (ψ.1 : ℝ) + (ψ.2 : ℝ))
    ring
  · intro s ζ
    show ((s : ℝ) * (ζ : ℝ)) ^ 2 = (s : ℝ) ^ 2 * (ζ : ℝ) ^ 2
    ring
  · intro s ζ
    show -4 * ((s : ℝ) * (ζ : ℝ)) = (s : ℝ) ^ 1 * (-4 * (ζ : ℝ))
    ring
  · intro ζ _
    constructor
    · rintro _ ⟨ψ, hψ, rfl⟩
      have h : ψ.1 = ζ := hψ
      have h2 := ψ.2.2
      show 5 / 8 * (ζ : ℝ) ≤ 5 / 8 * (ψ.1 : ℝ) + (ψ.2 : ℝ)
      rw [h]
      linarith
    · -- the second parameter can be made arbitrarily small
      intro b hb
      refine le_of_forall_pos_le_add fun ε hε => ?_
      exact hb ⟨(ζ, ⟨ε, hε⟩), rfl, rfl⟩
  · intro ζ _
    show (27 / 16 : ℝ) ^ 2 + 5 / 8 * (27 / 16) + -4 * (27 / 16)
      ≤ (ζ : ℝ) ^ 2 + 5 / 8 * (ζ : ℝ) + -4 * (ζ : ℝ)
    nlinarith [sq_nonneg ((ζ : ℝ) - 27 / 16)]

end DensityMatrixVirial
```

```lean
#print axioms DensityMatrixVirial.isConstrainedInfimum_sInf
#print axioms DensityMatrixVirial.virial
#print axioms DensityMatrixVirial.le_scaled_of_virial
#print axioms DensityMatrixVirial.optimal_scaling
```

```
'DensityMatrixVirial.isConstrainedInfimum_sInf' depends on axioms: [propext, Classical.choice, Quot.sound]
'DensityMatrixVirial.virial' depends on axioms: [propext, Classical.choice, Quot.sound]
'DensityMatrixVirial.le_scaled_of_virial' depends on axioms: [propext, Classical.choice, Quot.sound]
'DensityMatrixVirial.optimal_scaling' depends on axioms: [propext, Classical.choice, Quot.sound]
```
